# A passive state's symmetrised covariance with the Hamiltonian has non-positive real part in every vector

On a finite-dimensional space, let H be a Hamiltonian with real levels, diagonal in its energy basis, and let ρ be a complex matrix whose mean energy Re tr(ρH) no unitary can lower. The lemma says that ⟨v|v⟩ Re⟨v|ρH + Hρ|v⟩ ≤ 2 Re(⟨v|ρ|v⟩⟨v|H|v⟩) for every vector v, which for a normalised v means that the real part of ½⟨ρH + Hρ⟩ − ⟨ρ⟩⟨H⟩ is at most zero. ρ need not be Hermitian, positive or of unit trace. The proof treats v = 0 separately and otherwise applies passivity to the reflection 1 − 2|v⟩⟨v|/⟨v|v⟩, expands the resulting energy inequality and rearranges it.

This version doesn't compile in Lean 4 with Mathlib:

```lean
import Mathlib

open Matrix

namespace CovarianceNonpos

noncomputable section

variable {n : Type*} [Fintype n] [DecidableEq n]

/-- The Hamiltonian with real levels `E`, written in its energy basis. -/
def hamiltonian (E : n → ℝ) : Matrix n n ℂ := diagonal fun i => (E i : ℂ)

/-- The mean energy `Re tr(ρ H)`. -/
def energy (E : n → ℝ) (ρ : Matrix n n ℂ) : ℝ := (trace (ρ * hamiltonian E)).re

/-- A matrix `ρ` is passive if no unitary lowers its mean energy. -/
def IsPassive (E : n → ℝ) (ρ : Matrix n n ℂ) : Prop :=
  ∀ U ∈ unitaryGroup n ℂ, energy E ρ ≤ energy E (U * ρ * Uᴴ)

/-- The unnormalised expectation value `⟨v|M|v⟩`. -/
def expect (v : n → ℂ) (M : Matrix n n ℂ) : ℂ := star v ⬝ᵥ (M *ᵥ v)

/-- In every vector `v`, the real part of the symmetrised covariance of a passive `ρ` with the
Hamiltonian is non-positive; the factor `⟨v|1|v⟩` accounts for the normalisation. -/
theorem covariance_nonpos {E : n → ℝ} {ρ : Matrix n n ℂ} (h : IsPassive E ρ) (v : n → ℂ) :
    (expect v 1).re * (expect v (ρ * hamiltonian E + hamiltonian E * ρ)).re
      ≤ 2 * (expect v ρ * expect v (hamiltonian E)).re := by
  obtain ⟨s, hs⟩ : ∃ s : ℝ, s = ∑ i, Complex.normSq (v i) := ⟨_, rfl⟩
  have hn : expect v 1 = (s : ℂ) := by
    rw [hs, Complex.ofReal_sum]
    simp only [expect, one_mulVec, dotProduct]
    refine Finset.sum_congr rfl fun i _ => ?_
    rw [Complex.normSq_eq_conj_mul_self]
    rfl
  have hs0 : 0 ≤ s := hs ▸ Finset.sum_nonneg fun i _ => Complex.normSq_nonneg _
  rcases hs0.eq_or_lt with h0 | hpos
  · have hv : v = 0 := by
      funext i
      have := (Finset.sum_eq_zero_iff_of_nonneg
        (fun i _ => Complex.normSq_nonneg (v i))).1 (hs.symm.trans h0.symm) i (Finset.mem_univ i)
      exact Complex.normSq_eq_zero.1 this
    simp [hv, expect]
  -- the operator |v⟩⟨v| and its algebra
  obtain ⟨P, hP⟩ : ∃ P : Matrix n n ℂ, P = vecMulVec v (star v) := ⟨_, rfl⟩
  have hT : ∀ M, trace (P * M) = expect v M := by
    intro M
    simp only [hP, trace, diag_apply, mul_apply, vecMulVec_apply, expect, dotProduct, mulVec,
      Finset.mul_sum]
    rw [Finset.sum_comm]
    exact Finset.sum_congr rfl fun _ _ => Finset.sum_congr rfl fun _ _ => by ring
  have hPMP : ∀ M, P * M * P = expect v M • P := by
    intro M
    ext i j
    simp only [hP, mul_apply, smul_apply, smul_eq_mul, vecMulVec_apply, expect, dotProduct,
      mulVec, Finset.mul_sum, Finset.sum_mul]
    rw [Finset.sum_comm]
    exact Finset.sum_congr rfl fun _ _ => Finset.sum_congr rfl fun _ _ => by ring
  have hPP : P * P = (s : ℂ) • P := by
    have := hPMP 1
    rwa [mul_one, hn] at this
  have hPh : Pᴴ = P := by
    ext i j
    simp [hP, vecMulVec_apply, mul_comm]
  -- the reflection 1 - (2/s)|v⟩⟨v| is unitary
  obtain ⟨r, hr⟩ : ∃ r : ℝ, r = 2 / s := ⟨_, rfl⟩
  have hrs : r * s = 2 := by rw [hr]; field_simp
  have hrs' : (r : ℂ) * s = 2 := by exact_mod_cast hrs
  have hUh : (1 - (r : ℂ) • P)ᴴ = 1 - (r : ℂ) • P := by
    rw [conjTranspose_sub, conjTranspose_smul, conjTranspose_one, hPh]
    simp
  have hUU : (1 - (r : ℂ) • P) * (1 - (r : ℂ) • P) = 1 := by
    simp only [mul_sub, sub_mul, one_mul, mul_one, Matrix.smul_mul, Matrix.mul_smul, hPP,
      smul_smul]
    have e : (r : ℂ) * (r * s) = 2 * r := by rw [hrs']; ring
    rw [e]
    module
  have key := h (1 - (r : ℂ) • P) (mem_unitaryGroup_iff.2 (by
    rw [star_eq_conjTranspose, hUh, hUU]))
  rw [hUh] at key
  have hexp : (1 - (r : ℂ) • P) * ρ * (1 - (r : ℂ) • P) * hamiltonian E
      = ρ * hamiltonian E - (r : ℂ) • (P * (ρ * hamiltonian E))
        - (r : ℂ) • (ρ * (P * hamiltonian E))
        + (r : ℂ) • ((r : ℂ) • (P * ρ * P * hamiltonian E)) := by
    simp only [mul_sub, sub_mul, one_mul, mul_one, Matrix.smul_mul, Matrix.mul_smul, mul_assoc]
    module
  have hc : trace (ρ * (P * hamiltonian E)) = expect v (hamiltonian E * ρ) := by
    rw [trace_mul_comm, mul_assoc, hT]
  have hadd : expect v (ρ * hamiltonian E + hamiltonian E * ρ)
      = expect v (ρ * hamiltonian E) + expect v (hamiltonian E * ρ) := by
    rw [← hT, mul_add, trace_add, hT, hT]
  unfold energy at key
  rw [hexp, hPMP, Matrix.smul_mul] at key
  simp only [trace_add, trace_sub, trace_smul, hT, hc, smul_eq_mul, Complex.add_re,
    Complex.sub_re, Complex.re_ofReal_mul] at key
  rw [hn, hadd, Complex.ofReal_re, Complex.add_re]
  set a := (expect v (ρ * hamiltonian E)).re
  set b := (expect v (hamiltonian E * ρ)).re
  set w := (expect v ρ * expect v (hamiltonian E)).re
  have h1 : 0 ≤ s * s * (-(r * a) - r * b + r * (r * w)) :=
    mul_nonneg (mul_self_nonneg s) (by linarith)
  have h2 : s * s * (-(r * a) - r * b + r * (r * w)) = -2 * (s * (a + b)) + 4 * w := by
    linear_combination (-s * (a + b) + (r * s + 2) * w) * hrs
  linarith

end

end CovarianceNonpos
```

The error:

```
Main.lean:55:30: error: Ambiguous term
  smul_apply
Possible interpretations:
  _root_.smul_apply : ∀ (f : ?m.287) (r : ?m.286) (x : ?m.288), (r • f) x = r • f x
  
  Matrix.smul_apply : ∀ (r : ?m.289) (A : Matrix ?m.286 ?m.287 ?m.288) (i : ?m.286) (j : ?m.287),
    (r • A) i j = r • A i j
Main.lean:58:77: error: `ring_nf` made no progress on the goal
Main.lean:58:4: error: Type mismatch
  Finset.sum_congr rfl fun x x_1 => Finset.sum_congr rfl fun x_2 x_3 => ?m.330
has type
  ∑ x ∈ ?m.303, Finset.sum (?m.320 x) (?m.321 x) = ∑ x ∈ ?m.303, Finset.sum (?m.320 x) (?m.325 x)
but is expected to have type
  ∑ y, ∑ x, v i * star v y * M y x * (v x * star v j) =
    ((∑ x, ∑ i, star v x * (M x i * v i)) • vecMulVec v (star v)) i j
Main.lean:55:42: warning: This simp argument is unused:
  smul_eq_mul

Hint: Omit it from the simp argument list.
  [apply] simp only [hP, mul_apply, smul_apply, vecMulVec_apply, expect, dotProduct, mulVec, Finset.mul_sum,
    Finset.sum_mul]

Note: This linter can be disabled with `set_option linter.unusedSimpArgs false`
```

Lean accepts the file once it reads:

```diff
@@ -53,5 +53,5 @@
     intro M
     ext i j
-    simp only [hP, mul_apply, smul_apply, smul_eq_mul, vecMulVec_apply, expect, dotProduct,
+    simp only [hP, mul_apply, Matrix.smul_apply, smul_eq_mul, vecMulVec_apply, expect, dotProduct,
       mulVec, Finset.mul_sum, Finset.sum_mul]
     rw [Finset.sum_comm]
```

Diagnosis. The failure is in `hPMP`, the identity PMP = ⟨v|M|v⟩P for P = |v⟩⟨v|. Because the file has `open Matrix`, the short name `smul_apply` can mean either `_root_.smul_apply` or `Matrix.smul_apply`, and Lean reports it as ambiguous.

The other messages follow from this. Lean carried on with the remaining simp lemmas, but without `Matrix.smul_apply` the right side stayed an entry of a scalar multiple of a matrix, `(... • vecMulVec v (star v)) i j`. `smul_eq_mul` therefore had nothing to act on, hence the warning. `Finset.sum_congr` needs a sum on both sides, so it did not fit the goal. The summands were then never read off from the goal, and `ring` was run on an equation whose two sides were both still undetermined, where it could make no progress.

The diff writes `Matrix.smul_apply` in full. The entry of the multiple now becomes the scalar times the entry of P, the other lemmas expand this into a double sum, and the two sides can be compared term by term with `ring`.
